# Return time of a bound straight-line Coulomb orbit

The theorem `returnTime_eq` concerns classical motion on a straight line through a nucleus, at scaled energy e < 0 and with momentum √(2(e + 1/z)) at height z. It states that the reciprocal momentum is integrable from the nucleus to the turning point −1/e, though the momentum vanishes there, and that the time out and back is 2π/(√(−2e))³. The attempt takes (`regTime` − `dilation`)/(−2e) as an antiderivative of the reciprocal momentum. Integrability follows because the derivative is nonnegative, and the fundamental theorem of calculus then reduces the integral to values at the two ends.

In Lean, a first try:

```lean
import Mathlib

open Real Set

namespace ParallelClosedOrbit

noncomputable section

/-- Momentum along the field axis at scaled energy `e` and height `z`, for `z > 0` and
`e + 1/z ≥ 0`. -/
def momentum (e z : ℝ) : ℝ := √(2 * (e + 1 / z))

/-- Time from the nucleus to the turning point `-1/e` and back, for `e < 0`. -/
def returnTime (e : ℝ) : ℝ := 2 * ∫ z in (0 : ℝ)..(-1 / e), 1 / momentum e z

/-- The product of height and momentum, written without a singularity at the nucleus. -/
def dilation (e z : ℝ) : ℝ := √(2 * z * (1 + e * z))

/-- Regularised time along the orbit, up to a constant, for `e < 0`. -/
def regTime (e z : ℝ) : ℝ := arcsin (-2 * e * z - 1) / √(-2 * e)

/-- Between nucleus and turning point: `dilation` is positive and equals height times momentum,
and the height derivatives of `dilation` and `regTime` are as given. -/
theorem orbit_derivatives {e z : ℝ} (he : e < 0) (hz : z ∈ Ioo 0 (-1 / e)) :
    0 < dilation e z ∧ momentum e z = dilation e z / z ∧
    HasDerivAt (dilation e) ((1 + 2 * e * z) / dilation e z) z ∧
    HasDerivAt (regTime e) (1 / dilation e z) z := by
  have hz0 : 0 < z := hz.1
  have ha : e * (-1 / e) = -1 := mul_div_cancel₀ (-1) he.ne
  have h1 : 0 < 1 + e * z := by
    have := mul_lt_mul_of_neg_left hz.2 he
    rw [ha] at this
    linarith
  have hr : 0 < 2 * z * (1 + e * z) := by positivity
  have hu : 0 < √(2 * z * (1 + e * z)) := Real.sqrt_pos.2 hr
  have hk0 : 0 < -2 * e := by linarith
  have hk : 0 < √(-2 * e) := Real.sqrt_pos.2 hk0
  refine ⟨hu, ?_, ?_, ?_⟩
  · have hi := mul_inv_cancel₀ hz0.ne'
    have : 2 * (e + 1 / z) = 2 * z * (1 + e * z) / z ^ 2 := by
      rw [eq_div_iff (by positivity)]
      linear_combination (2 * z) * hi
    unfold momentum dilation
    rw [this, Real.sqrt_div' _ (sq_nonneg z), Real.sqrt_sq hz0.le]
  · have hq : HasDerivAt (fun y : ℝ => 2 * y * (1 + e * y)) (2 * (1 + 2 * e * z)) z :=
      (((hasDerivAt_id' z).const_mul 2).fun_mul
        (((hasDerivAt_id' z).const_mul e).const_add 1)).congr_deriv (by ring)
    exact (hq.sqrt hr.ne').congr_deriv (mul_div_mul_left _ _ two_ne_zero)
  · have hl : HasDerivAt (fun y : ℝ => -2 * e * y - 1) (-2 * e) z :=
      (((hasDerivAt_id' z).const_mul (-2 * e)).sub_const 1).congr_deriv (by ring)
    have hm : -2 * e * z - 1 ≠ -1 := by
      have := mul_pos hk0 hz0
      linarith
    have hM : -2 * e * z - 1 ≠ 1 := by
      intro h
      linarith
    refine (((Real.hasDerivAt_arcsin hm hM).comp z hl).div_const √(-2 * e)).congr_deriv ?_
    have hkk : √(-2 * e) * √(-2 * e) = -2 * e := Real.mul_self_sqrt hk0.le
    unfold dilation
    rw [show 1 - (-2 * e * z - 1) ^ 2 = (-2 * e) * (2 * z * (1 + e * z)) by ring,
      Real.sqrt_mul hk0.le, div_mul_eq_mul_div, div_div, div_eq_div_iff (by positivity) hu.ne']
    linear_combination (-√(2 * z * (1 + e * z))) * hkk

/-- `dilation` and `regTime` are continuous in the height; `dilation` vanishes at the nucleus and
at the turning point, and `regTime` grows by `π/√(-2e)` between them. -/
theorem orbit_endpoints {e : ℝ} (he : e < 0) :
    Continuous (dilation e) ∧ Continuous (regTime e) ∧ dilation e 0 = 0 ∧
    dilation e (-1 / e) = 0 ∧ regTime e (-1 / e) - regTime e 0 = π / √(-2 * e) := by
  have ha : e * (-1 / e) = -1 := mul_div_cancel₀ (-1) he.ne
  refine ⟨?_, ?_, by simp [dilation], ?_, ?_⟩
  · exact Real.continuous_sqrt.comp (by fun_prop : Continuous fun z : ℝ => 2 * z * (1 + e * z))
  · exact (Real.continuous_arcsin.comp
      (by fun_prop : Continuous fun z : ℝ => -2 * e * z - 1)).div_const _
  · unfold dilation
    rw [ha, show (1 : ℝ) + -1 = 0 by norm_num, mul_zero, Real.sqrt_zero]
  · unfold regTime
    rw [show -2 * e * (-1 / e) - 1 = 1 by linear_combination (-2) * ha,
      show -2 * e * 0 - 1 = -1 by ring, Real.arcsin_one, Real.arcsin_neg_one]
    ring

/-- The reciprocal momentum is integrable along the orbit, and the return time is
`2π/√(-2e)³`. -/
theorem returnTime_eq {e : ℝ} (he : e < 0) :
    IntervalIntegrable (fun z => 1 / momentum e z) MeasureTheory.volume 0 (-1 / e) ∧
    returnTime e = 2 * π / √(-2 * e) ^ 3 := by
  obtain ⟨cD, cT, D0, D1, hT⟩ := orbit_endpoints he
  have ha : 0 ≤ -1 / e := (div_pos_of_neg_of_neg (by norm_num) he).le
  have hk0 : 0 < -2 * e := by linarith
  have hc := (cT.sub cD).div_const (-2 * e)
  -- Kepler's equation supplies the antiderivative
  have hd : ∀ z ∈ Ioo 0 (-1 / e),
      HasDerivAt (fun y => (regTime e y - dilation e y) / (-2 * e)) (1 / momentum e z) z := by
    intro z hz
    obtain ⟨hu, hp, h1, h2⟩ := orbit_derivatives he hz
    refine ((h2.fun_sub h1).div_const (-2 * e)).congr_deriv ?_
    rw [hp, one_div_div, div_eq_iff hk0.ne']
    ring
  have hi := (intervalIntegrable_iff_integrableOn_Ioc_of_le ha).2
    (intervalIntegral.integrableOn_deriv_of_nonneg hc.continuousOn hd
      (fun z _ => one_div_nonneg.2 (Real.sqrt_nonneg _)))
  refine ⟨hi, ?_⟩
  unfold returnTime
  rw [intervalIntegral.integral_eq_sub_of_hasDerivAt_of_le ha hc.continuousOn hd hi, D0, D1,
    sub_zero, sub_zero, ← sub_div, hT]
  have hkk : √(-2 * e) ^ 2 = -2 * e := Real.sq_sqrt hk0.le
  rw [show √(-2 * e) ^ 3 = √(-2 * e) * √(-2 * e) ^ 2 by ring, hkk, div_div, mul_div_assoc]

end

end ParallelClosedOrbit
```

Lean reports:

```
Main.lean:103:85: error: Tactic `rewrite` failed: Did not find an occurrence of the pattern
  dilation e 0
in the target expression
  2 * ((regTime e - dilation e) (-1 / e) / (-2 * e) - (regTime e - dilation e) 0 / (-2 * e)) = 2 * π / √(-2 * e) ^ 3

e : ℝ
he : e < 0
cD : Continuous (dilation e)
cT : Continuous (regTime e)
D0 : dilation e 0 = 0
D1 : dilation e (-1 / e) = 0
hT : regTime e (-1 / e) - regTime e 0 = π / √(-2 * e)
ha : 0 ≤ -1 / e
hk0 : 0 < -2 * e
hc : Continuous fun x => (regTime e - dilation e) x / (-2 * e)
hd : ∀ z ∈ Ioo 0 (-1 / e), HasDerivAt (fun y => (regTime e y - dilation e y) / (-2 * e)) (1 / momentum e z) z
hi : IntervalIntegrable (fun x => 1 / momentum e x) MeasureTheory.volume 0 (-1 / e)
⊢ 2 * ((regTime e - dilation e) (-1 / e) / (-2 * e) - (regTime e - dilation e) 0 / (-2 * e)) = 2 * π / √(-2 * e) ^ 3
```

Cause. The integral was rewritten successfully; the error comes at the next step, `D0`. That equation rewrites `dilation e 0`, but the goal contains `(regTime e - dilation e) 0`, a difference of functions applied to 0. The two forms are equal by definition, but `rw` looks for the written pattern and does not unfold the subtraction to find it.

The form comes from `hc`: `cT.sub cD` gives continuity of the function `regTime e - dilation e`, and the antiderivative in the goal is written that way. `hd` writes the difference pointwise, and Lean accepts it as the same function.

The repair splits the `rw` after the integral step and inserts `simp only [Pi.sub_apply]`, which turns each applied difference into a difference of values. `dilation e 0` and `dilation e (-1 / e)` then appear in the goal, and the remaining rewrites go through as first written. The changed comment is mere tidying.

The change, after which it compiles:

```diff
@@ -88,5 +88,5 @@
   have hk0 : 0 < -2 * e := by linarith
   have hc := (cT.sub cD).div_const (-2 * e)
-  -- Kepler's equation supplies the antiderivative
+  -- an antiderivative of the reciprocal momentum between nucleus and turning point
   have hd : ∀ z ∈ Ioo 0 (-1 / e),
       HasDerivAt (fun y => (regTime e y - dilation e y) / (-2 * e)) (1 / momentum e z) z := by
@@ -101,6 +101,7 @@
   refine ⟨hi, ?_⟩
   unfold returnTime
-  rw [intervalIntegral.integral_eq_sub_of_hasDerivAt_of_le ha hc.continuousOn hd hi, D0, D1,
-    sub_zero, sub_zero, ← sub_div, hT]
+  rw [intervalIntegral.integral_eq_sub_of_hasDerivAt_of_le ha hc.continuousOn hd hi]
+  simp only [Pi.sub_apply]
+  rw [D0, D1, sub_zero, sub_zero, ← sub_div, hT]
   have hkk : √(-2 * e) ^ 2 = -2 * e := Real.sq_sqrt hk0.le
   rw [show √(-2 * e) ^ 3 = √(-2 * e) * √(-2 * e) ^ 2 by ring, hkk, div_div, mul_div_assoc]
```
